# For polynomial \(F\), \(k\) cycles of \(G = g + xF(G)\) started from \(g\) give the power-series solution through order \(x^k\)

## Which orders in the interaction can I trust after \(k\) cycles?

If I stop a self-consistent GW calculation after a few cycles and expand the propagator in powers of the interaction, some of the coefficients are wrong, and nothing in the output tells me which. I wanted to compare such an expansion with diagrams, so I shrank the problem to a single point, where the propagator \(G\) is just a series in the interaction strength \(x\). In the simplest case the equation is \(G = 1 + xG^2\).

Two things bother me. Can a later cycle spoil a coefficient that was already right? And a quadratic equation has two roots, so which one am I iterating towards?

## One order per cycle, with a known first error

Call a coefficient right if it equals that of the self-consistent solution; diagrams that GW leaves out stay missing however many cycles you run. After \(k\) cycles started from the non-interacting propagator (here \(1\)), everything through \(x^k\) is right in this sense, and no later cycle changes those coefficients. A higher coefficient that happens to be right has no such guarantee: in the GW case below with \(g=1\), \(s=-2\) and \(m\ge 1\), the coefficient of \(x^2\) is right at the start, wrong after one cycle and right again after two. For your equation the error at order \(x^{k+1}\) is \(2^k\). There is also only one root to find: the other one starts with \(1/x\), so it is not a power series in \(x\).

### The derivation

Let \(A\) be a commutative ring, \(A[[x]]\) the power series over it, \(g\) a given series, and \(F\) a polynomial whose coefficients lie in \(A[[x]]\). Write \([H]_n\) for the coefficient of \(x^n\) in \(H\), and set
\[
T(G) = g + xF(G), \qquad G_0 = g, \qquad G_{k+1} = T(G_k).
\]

**A cycle gains an order.** Since \(a-b\) divides \(a^j-b^j\) for every \(j\), it divides \(F(a)-F(b)\). Now \(T(a)-T(b) = x\,(F(a)-F(b))\), so if \(x^n\) divides \(a-b\), then \(x^{n+1}\) divides \(T(a)-T(b)\).

**A solution exists.** The first change is \(G_1-G_0 = xF(g)\), divisible by \(x\). By induction \(x^{k+1}\) divides \(G_{k+1}-G_k\), so \([G_k]_n\) no longer changes once \(k \ge n\). Define \(G\) by \([G]_n = [G_n]_n\). Then \(x^{n+1}\) divides \(G-G_n\), hence \(x^{n+2}\) divides \(T(G)-G_{n+1}\), and
\[
[T(G)]_n = [G_{n+1}]_n = [G_n]_n = [G]_n
\]
for every \(n\). So \(T(G)=G\).

**It is unique.** If \(H\) and \(G\) are both solutions, then \(H-G = T(H)-T(G)\). Divisibility by \(x^n\) therefore implies divisibility by \(x^{n+1}\). Starting from \(n=0\), every power of \(x\) divides \(H-G\), which must vanish.

**The first error.** Write \(G-G_k = x^{k+1}r_k\). For \(k=0\), \(G-g = xF(G)\), so \(r_0 = F(G)\). Setting \(x=0\) respects sums and products, and \([G]_0=[g]_0\), so \([r_0]_0=[F(g)]_0\). For the next cycle, expand \(F\) about \(G_k\), with some series \(q\) collecting the higher terms:
\[
F(G) = F(G_k) + F'(G_k)\,x^{k+1}r_k + q\,(x^{k+1}r_k)^2 .
\]
Multiplying the difference \(F(G)-F(G_k)\) by \(x\) gives
\[
G-G_{k+1} = x^{k+2}\, r_k\left(F'(G_k) + x^{k+1}q\,r_k\right).
\]
At \(x=0\) the last term drops out and \(G_k\) reduces to \([g]_0\), so each cycle multiplies the leading error by \([F'(g)]_0\):
\[
[G-G_k]_{k+1} = [F(g)]_0\,[F'(g)]_0^{\,k}.
\]
For \(g=1\), \(F(G)=G^2\) this is \(1\cdot 2^k\). As a check, \(G = 1+x+2x^2+5x^3+\cdots\), while \(G_2 = 1+x+2x^2+x^3\); the error at \(x^3\) is \(4\).

**The GW case.** Take \(g\) and \(s\) in \(A\), independent of \(x\). With polarization \(P=sG^2\) and at most \(m\) bubbles,
\[
W = x\sum_{j=0}^{m}(sxG^2)^j,\qquad \Sigma = GW,\qquad G = g+g\Sigma G .
\]
Thus \(F(G)=gG^2\sum_{j=0}^m (sxG^2)^j\). At \(x=0\) only \(j=0\) survives and leaves \(gG^2\), with value \(g^3\) and derivative \(2g^2\) at \(G=g\). The error at order \(x^{k+1}\) is \(g^3(2g^2)^k\), whatever \(m\) and \(s\) are. Your equation is the case \(m=0\), \(g=1\).

### The Lean file

```lean
import Mathlib

open PowerSeries (coeff constantCoeff)

namespace HedinSelfConsistency

noncomputable section

variable {A : Type*} [CommRing A]

/-- One self-consistency cycle: the propagator `G` is replaced by `g + x F(G)`, where `x` is the
interaction strength and `F` is a polynomial whose coefficients are power series in `x`. -/
def dysonStep (g : PowerSeries A) (F : Polynomial (PowerSeries A)) (G : PowerSeries A) :
    PowerSeries A :=
  g + PowerSeries.X * F.eval G

/-- The propagator after `k` self-consistency cycles started from `g`. -/
def cycleG (g : PowerSeries A) (F : Polynomial (PowerSeries A)) : ℕ → PowerSeries A
  | 0 => g
  | k + 1 => dysonStep g F (cycleG g F k)

/-- Each cycle gains one order: if two propagators agree below order `n` in the interaction,
their updates agree below order `n + 1`. -/
theorem dysonStep_gains_order (g : PowerSeries A) (F : Polynomial (PowerSeries A))
    {a b : PowerSeries A} {n : ℕ} (h : PowerSeries.X ^ n ∣ a - b) :
    PowerSeries.X ^ (n + 1) ∣ dysonStep g F a - dysonStep g F b := by
  have e : dysonStep g F a - dysonStep g F b
      = PowerSeries.X * (F.eval a - F.eval b) := by
    simp only [dysonStep]
    ring
  rw [e, pow_succ']
  exact mul_dvd_mul_left _ (h.trans (Polynomial.sub_dvd_eval_sub a b F))

/-- The self-consistent equation `G = g + x F(G)` has exactly one solution among the power series
in the interaction. -/
theorem existsUnique_solution (g : PowerSeries A) (F : Polynomial (PowerSeries A)) :
    ∃! G : PowerSeries A, dysonStep g F G = G := by
  -- successive cycles differ only beyond order `k`
  have hc : ∀ k, PowerSeries.X ^ (k + 1) ∣ cycleG g F (k + 1) - cycleG g F k := by
    intro k
    induction k with
    | zero =>
      refine ⟨F.eval g, ?_⟩
      simp only [cycleG, dysonStep]
      ring
    | succ k ih => exact dysonStep_gains_order g F ih
  -- hence the coefficient of order `n` is frozen from cycle `n` on
  have hs : ∀ n k, n ≤ k → coeff n (cycleG g F k) = coeff n (cycleG g F n) := by
    intro n k hk
    induction k, hk using Nat.le_induction with
    | base => rfl
    | succ k hk ih =>
      have h := PowerSeries.X_pow_dvd_iff.mp (hc k) n (by omega)
      rw [map_sub, sub_eq_zero] at h
      exact h.trans ih
  -- the series of frozen coefficients solves the equation
  have hex : ∃ G : PowerSeries A, dysonStep g F G = G := by
    refine ⟨PowerSeries.mk fun n => coeff n (cycleG g F n), ?_⟩
    have hG : ∀ k, PowerSeries.X ^ (k + 1) ∣
        (PowerSeries.mk fun n => coeff n (cycleG g F n)) - cycleG g F k := by
      intro k
      rw [PowerSeries.X_pow_dvd_iff]
      intro m hm
      rw [map_sub, PowerSeries.coeff_mk, hs m k (by omega), sub_self]
    ext n
    have h := PowerSeries.X_pow_dvd_iff.mp (dysonStep_gains_order g F (hG n)) n (by omega)
    rw [map_sub, sub_eq_zero] at h
    rw [h, PowerSeries.coeff_mk]
    exact hs n (n + 1) (by omega)
  obtain ⟨G, hG⟩ := hex
  refine ⟨G, hG, fun H hH => ?_⟩
  -- two solutions agree to every order
  have h : ∀ n : ℕ, PowerSeries.X ^ n ∣ H - G := by
    intro n
    induction n with
    | zero => simp
    | succ n ih =>
      have h1 := dysonStep_gains_order g F ih
      rwa [hH, hG] at h1
  ext n
  have h1 := PowerSeries.X_pow_dvd_iff.mp (h (n + 1)) n (by omega)
  rwa [map_sub, sub_eq_zero] at h1

/-- At zero interaction, a polynomial in the propagator takes the value obtained by setting the
interaction to zero in its coefficients and in its argument. -/
theorem constantCoeff_eval (P : Polynomial (PowerSeries A)) (a : PowerSeries A) :
    constantCoeff (P.eval a) = (P.map constantCoeff).eval (constantCoeff a) := by
  rw [Polynomial.eval_map, Polynomial.eval₂_at_apply]

/-- For a solution `G` of `G = g + x F(G)`, the error of the `k`-th cycle is `x^(k+1)` times a
series whose value at zero interaction is `F(g) F'(g)^k`, taken at zero interaction. -/
theorem error_factor {g G : PowerSeries A} {F : Polynomial (PowerSeries A)}
    (hG : dysonStep g F G = G) (k : ℕ) :
    ∃ r : PowerSeries A, G - cycleG g F k = PowerSeries.X ^ (k + 1) * r ∧
      constantCoeff r =
        constantCoeff (F.eval g) * constantCoeff (F.derivative.eval g) ^ k := by
  induction k with
  | zero =>
    have h0 : constantCoeff G = constantCoeff g := by
      have h := congrArg constantCoeff hG
      simpa [dysonStep] using h.symm
    refine ⟨F.eval G, ?_, ?_⟩
    · calc G - cycleG g F 0 = dysonStep g F G - g := by rw [hG, cycleG]
        _ = PowerSeries.X ^ (0 + 1) * F.eval G := by
          simp only [dysonStep]
          ring
    · rw [constantCoeff_eval, h0, ← constantCoeff_eval, pow_zero, mul_one]
  | succ k ih =>
    obtain ⟨r, hr, hr0⟩ := ih
    have hb : constantCoeff (cycleG g F k) = constantCoeff g := by
      cases k <;> simp [cycleG, dysonStep]
    -- Taylor expansion of `F` about the current propagator
    obtain ⟨q, hq⟩ := F.binomExpansion (cycleG g F k) (G - cycleG g F k)
    rw [add_sub_cancel, hr] at hq
    refine ⟨r * (F.derivative.eval (cycleG g F k) + PowerSeries.X * (PowerSeries.X ^ k * q * r)),
      ?_, ?_⟩
    · calc G - cycleG g F (k + 1)
          = dysonStep g F G - dysonStep g F (cycleG g F k) := by rw [hG, cycleG]
        _ = PowerSeries.X * (F.eval G - F.eval (cycleG g F k)) := by
          simp only [dysonStep]
          ring
        _ = _ := by
          rw [hq]
          ring
    · rw [map_mul, map_add, map_mul, PowerSeries.constantCoeff_X, zero_mul, add_zero, hr0,
        constantCoeff_eval F.derivative (cycleG g F k), hb, ← constantCoeff_eval]
      ring

/-- After `k` cycles from `g`, the propagator agrees with a solution of `G = g + x F(G)` at every
order up to and including `x^k`. -/
theorem cycle_agrees {g G : PowerSeries A} {F : Polynomial (PowerSeries A)}
    (hG : dysonStep g F G = G) {n k : ℕ} (hn : n ≤ k) :
    coeff n (cycleG g F k) = coeff n G := by
  obtain ⟨r, hr, -⟩ := error_factor hG k
  have h := PowerSeries.X_pow_dvd_iff.mp ⟨r, hr⟩ n (by omega)
  rw [map_sub, sub_eq_zero] at h
  exact h.symm

/-- The error of the `k`-th cycle at order `x^(k+1)` is exactly `F(g) F'(g)^k`, taken at zero
interaction, for a solution `G` of `G = g + x F(G)`. -/
theorem leading_error {g G : PowerSeries A} {F : Polynomial (PowerSeries A)}
    (hG : dysonStep g F G = G) (k : ℕ) :
    coeff (k + 1) (G - cycleG g F k) =
      constantCoeff (F.eval g) * constantCoeff (F.derivative.eval g) ^ k := by
  obtain ⟨r, hr, hr0⟩ := error_factor hG k
  have h := PowerSeries.coeff_X_pow_mul r (k + 1) 0
  rw [zero_add, PowerSeries.coeff_zero_eq_constantCoeff_apply] at h
  rw [hr, h, hr0]

/-- For the integer equation `G = 1 + x G²`, the error of the `k`-th cycle at order `x^(k+1)` is
exactly `2^k`. -/
theorem quadratic_error {G : PowerSeries ℤ} (hG : G = 1 + PowerSeries.X * G ^ 2) (k : ℕ) :
    coeff (k + 1) (G - cycleG 1 (Polynomial.X ^ 2) k) = 2 ^ k := by
  have h : dysonStep 1 (Polynomial.X ^ 2) G = G := by
    rw [dysonStep, Polynomial.eval_pow, Polynomial.eval_X]
    exact hG.symm
  rw [leading_error h]
  simp

/-- The screened interaction `W` at a single point: the bare interaction `x` dressed by up to `m`
polarization bubbles `s G²`. -/
def screened (s : A) (m : ℕ) (G : PowerSeries A) : PowerSeries A :=
  PowerSeries.X * ∑ j ∈ Finset.range (m + 1), (PowerSeries.C s * PowerSeries.X * G ^ 2) ^ j

/-- The polynomial `F` of the single-point GW scheme with up to `m` bubbles. -/
def gwKernel (g s : A) (m : ℕ) : Polynomial (PowerSeries A) :=
  Polynomial.C (PowerSeries.C g) * Polynomial.X ^ 2 *
    ∑ j ∈ Finset.range (m + 1),
      (Polynomial.C (PowerSeries.C s * PowerSeries.X) * Polynomial.X ^ 2) ^ j

/-- A cycle with the GW polynomial is the Dyson update `g + g Σ G` with self-energy `Σ = G W`. -/
theorem gw_dyson (g s : A) (m : ℕ) (G : PowerSeries A) :
    dysonStep (PowerSeries.C g) (gwKernel g s m) G =
      PowerSeries.C g + PowerSeries.C g * (G * screened s m G) * G := by
  simp only [dysonStep, gwKernel, screened, Polynomial.eval_mul, Polynomial.eval_finsetSum,
    Polynomial.eval_pow, Polynomial.eval_C, Polynomial.eval_X]
  ring

/-- For a solution of the single-point GW Dyson equation with up to `m` bubbles, the error of the
`k`-th cycle at order `x^(k+1)` is exactly `g³ (2g²)^k`. -/
theorem gw_error {g s : A} {m : ℕ} {G : PowerSeries A}
    (hG : G = PowerSeries.C g + PowerSeries.C g * (G * screened s m G) * G) (k : ℕ) :
    coeff (k + 1) (G - cycleG (PowerSeries.C g) (gwKernel g s m) k) =
      g ^ 3 * (2 * g ^ 2) ^ k := by
  -- at zero interaction no bubble survives
  have hmap : (gwKernel g s m).map constantCoeff = Polynomial.C g * Polynomial.X ^ 2 := by
    simp [gwKernel, Polynomial.map_sum, Finset.sum_range_succ']
  have h1 : constantCoeff ((gwKernel g s m).eval (PowerSeries.C g)) = g ^ 3 := by
    rw [constantCoeff_eval, hmap]
    simp
    ring
  have h2 : constantCoeff ((gwKernel g s m).derivative.eval (PowerSeries.C g)) = 2 * g ^ 2 := by
    rw [constantCoeff_eval, ← Polynomial.derivative_map, hmap]
    simp
    ring
  rw [leading_error ((gw_dyson g s m G).trans hG.symm), h1, h2]

end

end HedinSelfConsistency
```

```lean
#print axioms HedinSelfConsistency.existsUnique_solution
-- 'HedinSelfConsistency.existsUnique_solution' depends on axioms: [propext, Classical.choice, Quot.sound]
#print axioms HedinSelfConsistency.cycle_agrees
-- 'HedinSelfConsistency.cycle_agrees' depends on axioms: [propext, Classical.choice, Quot.sound]
#print axioms HedinSelfConsistency.quadratic_error
-- 'HedinSelfConsistency.quadratic_error' depends on axioms: [propext, Classical.choice, Quot.sound]
#print axioms HedinSelfConsistency.gw_error
-- 'HedinSelfConsistency.gw_error' depends on axioms: [propext, Classical.choice, Quot.sound]
```

### What the theorems say about the physics

`dysonStep g F` is the map \(T\), and `cycleG g F k` is \(G_k\). Two different variables are called `X`: `PowerSeries.X` is the interaction \(x\), while `Polynomial.X` is the slot into which the propagator is inserted. `coeff n` reads off \([\,\cdot\,]_n\), and `constantCoeff` sets \(x=0\).

`existsUnique_solution` states that exactly one power series solves the equation. `cycle_agrees` and `leading_error` take a solution `G` as a hypothesis and give the agreement through order \(k\) and the coefficient of the error at order \(k+1\). That coefficient can be zero, for instance when \([F'(g)]_0=0\) and \(k\ge 1\); the agreement then reaches further. `quadratic_error` is your equation over the integers, and `gw_error` is the GW case.

The letter \(g\) is the non-interacting propagator, usually written \(G_0\). Textbooks have \(\Sigma=iGW\) and \(P=-iGG\); here the factor \(i\) is absorbed into \(x\), and the constant \(s\) carries the sign and spin factor of a bubble. Vertex corrections are left out, as GW prescribes. The model also omits the Hartree term, which itself depends on \(G\), and cuts the bubble series at \(m\). All statements concern coefficients, so they give no bound on the error at a numerical value of \(x\).

The theorems do not cover a real material, where the propagator depends on position and frequency instead of being one commuting quantity. Within the single-point model with finitely many bubbles, \(n\) cycles suffice for a comparison through order \(x^n\) with the diagrams that the model keeps.

### How the Lean proof matches the derivation

`dysonStep_gains_order` is the gain of one order; Mathlib's `Polynomial.sub_dvd_eval_sub` supplies the divisibility of \(F(a)-F(b)\). In `existsUnique_solution`, `hc` bounds the change between successive cycles, `hs` freezes the coefficients, and `PowerSeries.mk` assembles them into the solution. The lemma `PowerSeries.X_pow_dvd_iff` translates between divisibility by \(x^n\) and vanishing coefficients below order \(n\). The final induction is the uniqueness argument.

`constantCoeff_eval` says that setting \(x=0\) commutes with evaluating a polynomial. `error_factor` is the induction on \(r_k\): `binomExpansion` provides the expansion with remainder \(q\), valid over any commutative ring, and the `calc` block extracts \(x^{k+2}\). `cycle_agrees` and `leading_error` then read off coefficients from this factorisation, and `quadratic_error` specialises the second.

`gw_dyson` checks that a cycle with the polynomial `gwKernel` is the update \(g+g\Sigma G\), with `screened` as \(W\). In `gw_error`, `hmap` reduces the kernel to \(gG^2\) at zero interaction, and `h1` and `h2` compute \(g^3\) and \(2g^2\).

### If each cycle solves the Dyson equation for \(G\)

The cycle above inserts the old propagator everywhere on the right of \(G=g+g\Sigma G\). Self-consistent GW codes commonly hold only \(\Sigma\) fixed and solve for the new propagator, which at a single point means
\[
G_{k+1} = \frac{g}{1-g\,\Sigma(G_k)} .
\]
The solution is the same and a cycle still gains an order, but the old propagator now enters only through \(\Sigma\). The leading error is then multiplied by \(g^2\) per cycle instead of \(2g^2\), so for your equation it would be \(1\) at every \(k\). This variant is a pencil calculation, and the Lean theorems concern direct substitution.
